# For every coupling g > 0 the perturbation series of the quartic Gaussian average diverges, and its error bound is least within one order of 1/(16g)

A classical particle sits at temperature $T$ in a harmonic well stiffened by a weak quartic term, and its configuration integral is expanded in powers of the quartic coupling. How many terms should be kept, if the error at each order has a bound but the series as a whole diverges?

In Lean 4 with Mathlib:

```lean
import Mathlib

open MeasureTheory Filter Topology
open scoped Nat

namespace QuarticPerturbationSeries

noncomputable section

/-- The density of the standard normal distribution. -/
def normalDensity (x : ℝ) : ℝ := Real.exp (-(1 / 2) * x ^ 2) / √(2 * Real.pi)

/-- The standard normal average of `exp (-g x⁴)`, for coupling `g ≥ 0`. -/
def quarticZ (g : ℝ) : ℝ := ∫ x, Real.exp (-(g * x ^ 4)) * normalDensity x

/-- The size `a_n` of the `n`-th perturbation coefficient. -/
def coeff (n : ℕ) : ℝ := ((4 * n)! : ℝ) / (4 ^ n * ((2 * n)! : ℝ) * (n ! : ℝ))

/-- The first `n` terms of the perturbation series in the coupling `g`. -/
def quarticSum (g : ℝ) (n : ℕ) : ℝ := ∑ k ∈ Finset.range n, (-g) ^ k * coeff k

/-- The first `n` terms of the Taylor series of `exp (-y)`. -/
def expSum (n : ℕ) (y : ℝ) : ℝ := ∑ k ∈ Finset.range n, (-y) ^ k / (k ! : ℝ)

/-- Every power of `x` is integrable against the normal density. -/
theorem integrable_moment (m : ℕ) : Integrable (fun x : ℝ => x ^ m * normalDensity x) := by
  have hm : (-1 : ℝ) < (m : ℝ) := by
    have := Nat.cast_nonneg (α := ℝ) m
    linarith
  have h := (integrable_rpow_mul_exp_neg_mul_sq (b := 1 / 2) (by norm_num) hm).div_const
    (√(2 * Real.pi))
  simpa only [Real.rpow_natCast, normalDensity, mul_div_assoc] using h

/-- Integration by parts links the normal moments of orders `m + 2` and `m`. -/
theorem moment_step (m : ℕ) : ∫ x : ℝ, x ^ (m + 2) * normalDensity x =
    ((m : ℝ) + 1) * ∫ x : ℝ, x ^ m * normalDensity x := by
  have hw (x : ℝ) : HasDerivAt normalDensity (-x * normalDensity x) x := by
    have h := (((hasDerivAt_pow 2 x).const_mul (-(1 / 2) : ℝ)).exp).div_const (√(2 * Real.pi))
    refine h.congr_deriv ?_
    unfold normalDensity
    push_cast
    ring
  have hd (x : ℝ) : HasDerivAt (fun y => y ^ (m + 1) * normalDensity y)
      (((m : ℝ) + 1) * (x ^ m * normalDensity x) - x ^ (m + 2) * normalDensity x) x := by
    refine ((hasDerivAt_pow (m + 1) x).fun_mul (hw x)).congr_deriv ?_
    simp only [Nat.add_sub_cancel, Nat.cast_add, Nat.cast_one]
    ring
  have h1 := (integrable_moment m).const_mul ((m : ℝ) + 1)
  have h2 := integrable_moment (m + 2)
  -- the total derivative integrates to zero
  have h0 : ∫ x : ℝ, (((m : ℝ) + 1) * (x ^ m * normalDensity x)
      - x ^ (m + 2) * normalDensity x) = 0 :=
    integral_eq_zero_of_hasDerivAt_of_integrable hd (h1.sub h2) (integrable_moment (m + 1))
  rw [integral_sub h1 h2, integral_const_mul] at h0
  linarith

/-- The normal moment of order `2n` is `(2n)! / (2ⁿ n!)`. -/
theorem even_moment (n : ℕ) : ∫ x : ℝ, x ^ (2 * n) * normalDensity x =
    ((2 * n)! : ℝ) / (2 ^ n * (n ! : ℝ)) := by
  induction n with
  | zero =>
    have h : ∫ x : ℝ, normalDensity x = 1 := by
      unfold normalDensity
      rw [integral_div, integral_gaussian, show Real.pi / (1 / 2) = 2 * Real.pi by ring]
      exact div_self (by positivity)
    simpa using h
  | succ n ih =>
    have e1 : (2 * (n + 1))! = (2 * n + 2) * (2 * n + 1)! := Nat.factorial_succ (2 * n + 1)
    have e2 : (2 * n + 1)! = (2 * n + 1) * (2 * n)! := Nat.factorial_succ (2 * n)
    rw [e1, e2, Nat.factorial_succ n, show 2 * (n + 1) = 2 * n + 2 by ring, moment_step, ih]
    push_cast
    field_simp
    ring

/-- For `y ≥ 0` the Taylor remainder of `exp (-y)` after `n` terms has the sign `(-1)ⁿ`
or vanishes. -/
theorem exp_remainder_sign (n : ℕ) : ∀ y : ℝ, 0 ≤ y →
    0 ≤ (-1) ^ n * (Real.exp (-y) - expSum n y) := by
  have hS (n : ℕ) (y : ℝ) : HasDerivAt (expSum (n + 1)) (-expSum n y) y := by
    induction n with
    | zero =>
      have h1 : expSum (0 + 1) = fun _ => (1 : ℝ) := by
        funext z
        simp [expSum]
      have h0 : expSum 0 y = 0 := by simp [expSum]
      rw [h1, h0, neg_zero]
      exact hasDerivAt_const y (1 : ℝ)
    | succ n ih =>
      have h2 : HasDerivAt (fun z : ℝ => (-z) ^ (n + 1) / ((n + 1)! : ℝ))
          (-(-y) ^ n / (n ! : ℝ)) y := by
        refine (((hasDerivAt_neg y).fun_pow (n + 1)).div_const _).congr_deriv ?_
        rw [Nat.add_sub_cancel, Nat.factorial_succ]
        push_cast
        rw [div_eq_div_iff (by positivity) (by positivity)]
        ring
      refine ((ih.fun_add h2).congr_deriv ?_).congr_of_eventuallyEq
        (Eventually.of_forall fun z => Finset.sum_range_succ _ _)
      rw [expSum, expSum, Finset.sum_range_succ]
      ring
  induction n with
  | zero =>
    intro y _
    simp only [expSum, pow_zero, one_mul, Finset.sum_range_zero, sub_zero]
    positivity
  | succ n ih =>
    intro y hy
    -- the signed remainder vanishes at zero and its derivative is the previous one
    have hF (z : ℝ) : HasDerivAt
        (fun z => (-1) ^ (n + 1) * (Real.exp (-z) - expSum (n + 1) z))
        ((-1) ^ n * (Real.exp (-z) - expSum n z)) z :=
      (((hasDerivAt_neg z).exp.fun_sub (hS n z)).const_mul ((-1) ^ (n + 1))).congr_deriv
        (by ring)
    have hm := monotoneOn_of_deriv_nonneg (convex_Ici (0 : ℝ))
      (fun z _ => (hF z).continuousAt.continuousWithinAt)
      (fun z _ => (hF z).differentiableAt.differentiableWithinAt)
      (fun z hz => by rw [(hF z).deriv]; exact ih z (interior_subset hz))
    have h0 : (-1 : ℝ) ^ (n + 1) * (Real.exp (-0) - expSum (n + 1) 0) = 0 := by
      rw [expSum, Finset.sum_range_succ']
      simp
    exact h0.symm.le.trans (hm (Set.mem_Ici.2 le_rfl) (Set.mem_Ici.2 hy) hy)

/-- For `y ≥ 0` the Taylor error of `exp (-y)` is at most the first omitted term in size. -/
theorem exp_remainder_bound (n : ℕ) {y : ℝ} (hy : 0 ≤ y) :
    |Real.exp (-y) - expSum n y| ≤ y ^ n / (n ! : ℝ) := by
  have h0 := exp_remainder_sign n y hy
  have h1 := exp_remainder_sign (n + 1) y hy
  have hs : expSum (n + 1) y = expSum n y + (-y) ^ n / (n ! : ℝ) := Finset.sum_range_succ _ _
  have hp : (-1 : ℝ) ^ n * (-y) ^ n = y ^ n := by
    rw [← mul_pow, neg_mul_neg, one_mul]
  have e : (-1) ^ (n + 1) * (Real.exp (-y) - expSum (n + 1) y) =
      y ^ n / (n ! : ℝ) - (-1) ^ n * (Real.exp (-y) - expSum n y) := by
    rw [hs, ← hp]
    ring
  have ha : |Real.exp (-y) - expSum n y| = |(-1) ^ n * (Real.exp (-y) - expSum n y)| := by
    rw [abs_mul, abs_pow, abs_neg, abs_one, one_pow, one_mul]
  rw [ha, abs_of_nonneg h0]
  linarith

/-- For `g ≥ 0` the perturbation series cut after `n` terms misses the exact average by at
most `gⁿ a_n`. -/
theorem quartic_error_bound {g : ℝ} (hg : 0 ≤ g) (n : ℕ) :
    |quarticZ g - quarticSum g n| ≤ g ^ n * coeff n := by
  have hw (x : ℝ) : 0 ≤ normalDensity x := by unfold normalDensity; positivity
  have hmom (k : ℕ) : ∫ x : ℝ, x ^ (4 * k) * normalDensity x = (k ! : ℝ) * coeff k := by
    have h := even_moment (2 * k)
    rw [show 2 * (2 * k) = 4 * k by ring, pow_mul (2 : ℝ) 2 k,
      show (2 : ℝ) ^ 2 = 4 by norm_num] at h
    rw [h, coeff]
    field_simp
  have hpt (k : ℕ) (x : ℝ) : (-(g * x ^ 4)) ^ k / (k ! : ℝ) * normalDensity x =
      (-g) ^ k / (k ! : ℝ) * (x ^ (4 * k) * normalDensity x) := by
    rw [← neg_mul, mul_pow, ← pow_mul]
    ring
  -- the truncated exponential averages to the truncated series
  have hsum : ∫ x : ℝ, expSum n (g * x ^ 4) * normalDensity x = quarticSum g n := by
    simp only [expSum, quarticSum, Finset.sum_mul, hpt]
    rw [integral_finsetSum _ (fun k _ => (integrable_moment _).const_mul _)]
    refine Finset.sum_congr rfl fun k _ => ?_
    rw [integral_const_mul, hmom]
    field_simp
  have hiT : Integrable (fun x : ℝ => expSum n (g * x ^ 4) * normalDensity x) := by
    simp only [expSum, Finset.sum_mul, hpt]
    exact integrable_finsetSum _ (fun k _ => (integrable_moment _).const_mul _)
  have hiE : Integrable (fun x : ℝ => Real.exp (-(g * x ^ 4)) * normalDensity x) := by
    have h0 : Integrable normalDensity := by simpa using integrable_moment 0
    refine h0.mono' (Continuous.aestronglyMeasurable (by unfold normalDensity; fun_prop))
      (ae_of_all _ fun x => ?_)
    rw [Real.norm_eq_abs, abs_of_nonneg (mul_nonneg (Real.exp_pos _).le (hw x))]
    exact mul_le_of_le_one_left (hw x) (Real.exp_le_one_iff.2 (neg_nonpos.2 (by positivity)))
  have hdiff : quarticZ g - quarticSum g n =
      ∫ x : ℝ, (Real.exp (-(g * x ^ 4)) - expSum n (g * x ^ 4)) * normalDensity x := by
    rw [← hsum, quarticZ, ← integral_sub hiE hiT]
    simp only [sub_mul]
  have hb : ∫ x : ℝ, g ^ n / (n ! : ℝ) * (x ^ (4 * n) * normalDensity x) =
      g ^ n * coeff n := by
    rw [integral_const_mul, hmom]
    field_simp
  rw [hdiff, ← Real.norm_eq_abs, ← hb]
  refine norm_integral_le_of_norm_le ((integrable_moment _).const_mul _)
    (ae_of_all _ fun x => ?_)
  rw [Real.norm_eq_abs, abs_mul, abs_of_nonneg (hw x)]
  calc _ ≤ (g * x ^ 4) ^ n / (n ! : ℝ) * normalDensity x :=
        mul_le_mul_of_nonneg_right (exp_remainder_bound n (by positivity)) (hw x)
    _ = _ := by
        rw [mul_pow, ← pow_mul]
        ring

/-- The ratio of successive coefficients is `(4n+1)(4n+3)/(n+1)`. -/
theorem coeff_ratio (n : ℕ) :
    coeff (n + 1) / coeff n = (4 * n + 1) * (4 * n + 3) / ((n : ℝ) + 1) := by
  have e1 : (4 * (n + 1))! = (4 * n + 4) * (4 * n + 3)! := Nat.factorial_succ (4 * n + 3)
  have e2 : (4 * n + 3)! = (4 * n + 3) * (4 * n + 2)! := Nat.factorial_succ (4 * n + 2)
  have e3 : (4 * n + 2)! = (4 * n + 2) * (4 * n + 1)! := Nat.factorial_succ (4 * n + 1)
  have e4 : (4 * n + 1)! = (4 * n + 1) * (4 * n)! := Nat.factorial_succ (4 * n)
  have e5 : (2 * (n + 1))! = (2 * n + 2) * (2 * n + 1)! := Nat.factorial_succ (2 * n + 1)
  have e6 : (2 * n + 1)! = (2 * n + 1) * (2 * n)! := Nat.factorial_succ (2 * n)
  rw [coeff, coeff, e1, e2, e3, e4, e5, e6, Nat.factorial_succ n]
  push_cast
  field_simp
  ring

/-- The ratio of successive coefficients grows without limit. -/
theorem coeff_ratio_tendsto : Tendsto (fun n => coeff (n + 1) / coeff n) atTop atTop := by
  refine tendsto_atTop_mono (fun n => ?_) (tendsto_natCast_atTop_atTop (R := ℝ))
  have hn : (0 : ℝ) ≤ n := Nat.cast_nonneg n
  rw [coeff_ratio, le_div_iff₀ (by positivity)]
  nlinarith

/-- For `g > 0` the error bound `gⁿ a_n` is least at a finite order `N`, which lies within
one of `1/(16g)`. -/
theorem optimal_order {g : ℝ} (hg : 0 < g) :
    ∃ N : ℕ, |(N : ℝ) - 1 / (16 * g)| < 1 ∧ ∀ n, g ^ N * coeff N ≤ g ^ n * coeff n := by
  classical
  have hc (n : ℕ) : 0 < coeff n := by unfold coeff; positivity
  have hstep (n : ℕ) : g ^ (n + 1) * coeff (n + 1) =
      g * ((4 * n + 1) * (4 * n + 3)) / ((n : ℝ) + 1) * (g ^ n * coeff n) := by
    rw [(div_eq_iff (hc n).ne').1 (coeff_ratio n), pow_succ]
    ring
  have hex : ∃ n : ℕ, (n : ℝ) + 1 ≤ g * ((4 * n + 1) * (4 * n + 3)) := by
    obtain ⟨n, hn⟩ := exists_nat_gt (1 / g)
    rw [div_lt_iff₀ hg] at hn
    have h0 : (0 : ℝ) ≤ n := Nat.cast_nonneg n
    exact ⟨n, by nlinarith [mul_nonneg h0 (sub_nonneg.2 hn.le)]⟩
  -- once the bound starts to rise, the order exceeds 1/(16g) - 1
  have hlow (n : ℕ) (h : (n : ℝ) + 1 ≤ g * ((4 * n + 1) * (4 * n + 3))) :
      1 < 16 * g * ((n : ℝ) + 1) := by
    have h0 : (0 : ℝ) ≤ n := Nat.cast_nonneg n
    have h1 : ((n : ℝ) + 1) * 1 < ((n : ℝ) + 1) * (16 * g * ((n : ℝ) + 1)) := by
      nlinarith [mul_nonneg hg.le h0]
    exact lt_of_mul_lt_mul_left h1 (by positivity)
  obtain ⟨N, hN, hmin⟩ : ∃ N : ℕ, (N : ℝ) + 1 ≤ g * ((4 * N + 1) * (4 * N + 3)) ∧
      ∀ m < N, g * ((4 * m + 1) * (4 * m + 3)) < (m : ℝ) + 1 :=
    ⟨Nat.find hex, Nat.find_spec hex, fun m hm => not_le.1 (Nat.find_min hex hm)⟩
  refine ⟨N, abs_lt.2 ⟨?_, ?_⟩, fun n => ?_⟩
  · have h : 1 / (16 * g) < (N : ℝ) + 1 := by
      rw [div_lt_iff₀ (by positivity)]
      linarith [hlow N hN]
    linarith
  · have h : (N : ℝ) - 1 < 1 / (16 * g) := by
      rw [lt_div_iff₀ (by positivity)]
      cases N with
      | zero => push_cast; linarith
      | succ m =>
        have h1 := hmin m (Nat.lt_succ_self m)
        have h0 : (0 : ℝ) ≤ m := Nat.cast_nonneg m
        have h2 : ((m : ℝ) + 1) * (m * (16 * g)) < ((m : ℝ) + 1) * 1 := by nlinarith
        have h3 := lt_of_mul_lt_mul_left h2 (by positivity)
        push_cast
        linarith
    linarith
  · have hb (k : ℕ) : 0 ≤ g ^ k * coeff k := mul_nonneg (by positivity) (hc k).le
    rcases le_total N n with h | h
    · -- beyond N the bound never falls
      have hup : (n : ℝ) + 1 ≤ g * ((4 * n + 1) * (4 * n + 3)) ∧
          g ^ N * coeff N ≤ g ^ n * coeff n := by
        induction n, h using Nat.le_induction with
        | base => exact ⟨hN, le_rfl⟩
        | succ k _ ih =>
          refine ⟨?_, ih.2.trans ?_⟩
          · push_cast
            nlinarith [hlow k ih.1, ih.1]
          · rw [hstep]
            exact le_mul_of_one_le_left (hb k) ((one_le_div (by positivity)).2 ih.1)
      exact hup.2
    · -- up to N the bound never rises
      have hdown : ∀ k m : ℕ, m + k = N → g ^ N * coeff N ≤ g ^ m * coeff m := by
        intro k
        induction k with
        | zero =>
          intro m hm
          rw [← hm, add_zero]
        | succ k ih =>
          intro m hm
          refine (ih (m + 1) (by omega)).trans ?_
          rw [hstep]
          exact mul_le_of_le_one_left (hb m)
            ((div_le_one (by positivity)).2 (hmin m (by omega)).le)
      exact hdown (N - n) n (by omega)

/-- For every `g > 0` the partial sums of the perturbation series have no limit. -/
theorem quartic_series_diverges {g : ℝ} (hg : 0 < g) :
    ¬ ∃ L : ℝ, Tendsto (quarticSum g) atTop (𝓝 L) := by
  rintro ⟨L, hL⟩
  obtain ⟨N, -, hN⟩ := optimal_order hg
  have hc (n : ℕ) : 0 < coeff n := by unfold coeff; positivity
  have ht := (((tendsto_add_atTop_iff_nat 1).2 hL).sub hL).abs
  -- the terms stay above the least error bound
  have hle : g ^ N * coeff N ≤ |L - L| := by
    refine ge_of_tendsto' ht fun n => ?_
    have hs : quarticSum g (n + 1) = quarticSum g n + (-g) ^ n * coeff n :=
      Finset.sum_range_succ _ _
    rw [hs, add_sub_cancel_left, abs_mul, abs_pow, abs_neg, abs_of_pos hg, abs_of_pos (hc n)]
    exact hN n
  rw [sub_self, abs_zero] at hle
  exact absurd hle (not_le_of_gt (mul_pos (pow_pos hg N) (hc N)))

end

end QuarticPerturbationSeries
```

```lean
#print axioms QuarticPerturbationSeries.quartic_error_bound
-- 'QuarticPerturbationSeries.quartic_error_bound' depends on axioms: [propext, Classical.choice, Quot.sound]
#print axioms QuarticPerturbationSeries.coeff_ratio_tendsto
-- 'QuarticPerturbationSeries.coeff_ratio_tendsto' depends on axioms: [propext, Classical.choice, Quot.sound]
#print axioms QuarticPerturbationSeries.quartic_series_diverges
-- 'QuarticPerturbationSeries.quartic_series_diverges' depends on axioms: [propext, Classical.choice, Quot.sound]
```

## The average and its truncated series

Write $\varphi(x)=e^{-x^2/2}/\sqrt{2\pi}$ for the standard normal density, `normalDensity`. The exact quantity `quarticZ g` and the coefficients `coeff n` are

$$Z(g)=\int_{-\infty}^{\infty}e^{-gx^4}\varphi(x)\,dx,\qquad a_n=\frac{(4n)!}{4^n(2n)!\,n!}.$$

The truncated series `quarticSum g n` is $S_n(g)=\sum_{k<n}(-g)^k a_k$. It has $n$ terms, so its highest power is $g^{n-1}$ when $n\ge1$, and $S_0=0$.

- `quartic_error_bound`: for $g\ge0$ and every $n$, $|Z(g)-S_n(g)|\le g^n a_n$.
- `coeff_ratio` and `coeff_ratio_tendsto`: $a_{n+1}/a_n=(4n+1)(4n+3)/(n+1)$, which tends to infinity.
- `optimal_order`: for $g>0$ some $N$ with $|N-1/(16g)|<1$ minimises $g^n a_n$ over all $n$.
- `quartic_series_diverges`: for $g>0$ the sums $S_n(g)$ have no real limit.

The quantity minimised is the bound; the true error may be smallest at another order.

## A quartic well at finite temperature

Let the potential be $\tfrac12\kappa q^2+\lambda q^4$ with $\kappa>0$ and $\lambda\ge0$. Measuring $q$ in units of its harmonic thermal width, $q=x\sqrt{k_BT/\kappa}$, turns the potential divided by $k_BT$ into $\tfrac12x^2+gx^4$ with $g=\lambda k_BT/\kappa^2$. Then $Z(g)$ is the configuration integral divided by its harmonic value. The condition $g\ge0$ keeps the well confining.

However small $g>0$ is, $gx^4$ is large far enough out in the tail, and high orders give that region ever more weight. For anharmonic vibrations or correlation energies treated by perturbation theory, this one-variable classical integral is a warning that good low orders need not belong to a convergent series; it does not decide whether any particular quantum series converges.

## Moments by integration by parts

Since $\varphi'=-x\varphi$,

$$\frac{d}{dx}\left(x^{m+1}\varphi\right)=(m+1)x^m\varphi-x^{m+2}\varphi.$$

The left side integrates to zero, so the moments $M_m=\int x^m\varphi\,dx$ obey $M_{m+2}=(m+1)M_m$. This is `moment_step`, with `integrable_moment` supplying convergence of the integrals. Starting from $M_0=1$, induction in `even_moment` gives $M_{2n}=(2n)!/(2^n n!)$. Replacing $n$ by $2k$ gives $M_{4k}=k!\,a_k$.

## The first omitted term as a bound

Let $E_n(y)=\sum_{k<n}(-y)^k/k!$, which is `expSum n y`, and let $R_n(y)=(-1)^n\left(e^{-y}-E_n(y)\right)$. For $y\ge0$, `exp_remainder_sign` shows $R_n(y)\ge0$ by induction: $R_0=e^{-y}>0$, while $R_{n+1}(0)=0$ and $R_{n+1}'=R_n\ge0$, so $R_{n+1}$ rises from zero.

Adding one term to the sum gives $R_{n+1}=y^n/n!-R_n$. Both remainders are nonnegative, hence $0\le R_n\le y^n/n!$, which is `exp_remainder_bound`.

Now set $y=gx^4$ and average. The truncated exponential averages to $S_n(g)$, because $(-g)^kM_{4k}/k!=(-g)^ka_k$. Therefore

$$|Z(g)-S_n(g)|\le\frac{g^n}{n!}M_{4n}=g^n a_n.$$

In `quartic_error_bound`, `hsum` is the averaged sum, and the final `calc` is the pointwise estimate under the integral.

## Where the bound turns upward

Cancelling factorials gives

$$\frac{a_{n+1}}{a_n}=\frac{(4n+4)(4n+3)(4n+2)(4n+1)}{4(2n+2)(2n+1)(n+1)}=\frac{(4n+1)(4n+3)}{n+1}.$$

This is at least $n$, so it is unbounded. Put $b_n=g^na_n$ with $g>0$. Since $(4n+1)(4n+3)=16n(n+1)+3$,

$$r_n=\frac{b_{n+1}}{b_n}=16gn+\frac{3g}{n+1}.$$

Let $N$ be the first $n$ with $r_n\ge1$; `Nat.find` selects it. Before $N$ the bound falls (`hdown`). From $N$ on it never falls (`hup`): $r_n\ge1$ means $n+1\le g(4n+1)(4n+3)$, and it implies $16g(n+1)>1$. Passing to $n+1$ raises the right side by $32g(n+1)>2$ and the left by only 1, so the inequality persists.

At $n=N$ the same implication gives $N>1/(16g)-1$. If $N\ge1$, then $r_{N-1}<1$ gives $16g(N-1)<1$, so $N<1/(16g)+1$; for $N=0$ this is immediate.

Finally, $|S_{n+1}-S_n|=b_n\ge b_N>0$ for every $n$. A convergent sequence would have differences tending to zero, so the series diverges.

## Stopping the sum in code

A program needs no factorials. For $g>0$, start with $n=0$, $s=0$, $b=1$. While $r_n<1$, add $(-1)^nb$ to $s$, multiply $b$ by $r_n$, and increase $n$. On exit $s=S_N$ and $b$ is the smallest available bound, apart from rounding.

For $g=0.01$ the loop stops at $N=7$, after the $g^6$ term, with a bound of about $4.2\times10^{-4}$. If the required tolerance is tighter, more terms will not bring the bound down to it, and numerical quadrature of the one-dimensional integral is a practical alternative.
